# For an invertible linear system in n unknowns, n + 1 trial vectors have unique secant weights for every right-hand side exactly when they are affinely independent

**Q:** You represent a multipoint secant step by real coefficients that sum to one and make the combined residual exactly zero. A DIIS code minimises the norm of the combined residual under the same constraint. Have you replaced the method by something easier?

**A:** I have restricted it to the case where the minimum is zero. If some coefficients with sum one cancel the residuals, the minimisers are exactly the coefficients that do so. The question is then when such coefficients exist and are unique. I ask it for a linear system A x = b, with A a real n × n matrix and trial vectors x_0, …, x_n in ℝⁿ. The residual at x_i is

r_i = A x_i − b,

and I call c = (c_0, …, c_n) a vector of secant weights if

∑ c_i = 1 and ∑ c_i r_i = 0.

Negative weights are allowed, so this is extrapolation as well as interpolation.

**Q:** Does cancelling the residuals solve the system, or does it only make a number vanish?

**A:** It solves the system. By linearity,

∑ c_i r_i = A (∑ c_i x_i) − (∑ c_i) b.

When the weights sum to one, the right-hand side is the residual of the combined vector ∑ c_i x_i. It vanishes exactly when that vector solves A x = b. Both conditions therefore fit into one equation. Define the linear map

S(c) = (∑ c_i, A ∑ c_i x_i).

Then c is a vector of secant weights exactly when S(c) = (1, b).

For n = 1, with A a nonzero number and x_0 ≠ x_1, this is the ordinary secant formula:

c_0 = r_1 / (r_1 − r_0), c_1 = −r_0 / (r_1 − r_0).

**Q:** Where does the geometry of the points come in?

**A:** Through the kernel of S. The points are affinely independent when the only coefficients d with

∑ d_i = 0 and ∑ d_i x_i = 0

are d = 0. Such a d always satisfies S(d) = 0, so an injective S forces affine independence. Conversely, if A is invertible, S(d) = 0 gives A ∑ d_i x_i = 0, hence ∑ d_i x_i = 0. Together with ∑ d_i = 0 and affine independence, this gives d = 0.

Now suppose that A is invertible and the n + 1 points are affinely independent. The map S is injective from ℝⁿ⁺¹ to ℝ × ℝⁿ. Both spaces have dimension n + 1, so S is also onto, and (1, b) is reached exactly once for every b.

**Q:** That is the familiar direction. What if the points are degenerate?

**A:** Suppose that some b has exactly one vector of secant weights c, and let S(d) = 0. Then

S(c + d) = S(c) + S(d) = (1, b),

so c + d is also a vector of secant weights. Uniqueness gives c + d = c, hence d = 0. Thus S is injective and the points are affinely independent. This argument uses neither the invertibility of A nor the number of points.

Three distinct collinear points in the plane show the failure. Their combinations with sum one stay on the line. For invertible A, a solution off the line is never reached, and a solution on it is reached by infinitely many weight vectors.

**Q:** In a calculation b is given once. Why do you quantify over every b?

**A:** Because existence at one b says little: if all the trial vectors coincide with the solution, any coefficients with sum one will do. Existence for every b is much stronger. It makes A onto, since each b equals A applied to a combined vector, and a square matrix that is onto is invertible. It also makes S onto, because every target (s, v) can be written as

(s, v) = (1, v) + (s − 1)(1, 0),

and both pairs on the right are multiples of reachable ones. With n + 1 points the dimensions agree, so S is injective and the points are affinely independent. Neither property of the system has to be assumed beforehand.

**Q:** Show me how this is written in Lean, starting with the data.

**A:** The setting allows any finite index set `ι` for the trial vectors and any natural number `n` for the dimension.

```lean
import Mathlib

open Matrix

namespace MultipointSecantExactness

noncomputable section

variable {ι : Type*} [Fintype ι] {n : ℕ}
```

A vector is a function `Fin n → ℝ`, that is, a list of n real components, and `A *ᵥ x` is the matrix-vector product. The residual has the sign convention used above; reversing the sign would leave the weights unchanged.

```lean
/-- The residual `A x - b` of the linear system `A x = b` at the trial vector `x`. -/
def residual (A : Matrix (Fin n) (Fin n) ℝ) (b x : Fin n → ℝ) : Fin n → ℝ :=
  A *ᵥ x - b
```

The two conditions on the weights are joined by `∧`. The first fixes the total weight, and the second says that every component of the combined residual is zero.

```lean
/-- The coefficients `c` sum to one and make the combined residual of the trial vectors vanish. -/
def IsSecantWeight (A : Matrix (Fin n) (Fin n) ℝ) (x : ι → Fin n → ℝ) (b : Fin n → ℝ)
    (c : ι → ℝ) : Prop :=
  ∑ i, c i = 1 ∧ ∑ i, c i • residual A b (x i) = 0
```

**Q:** Which statements should I hold you to?

**A:** There are three. `affineIndependent_of_existsUnique` says that if one b has exactly one weight vector, the points are affinely independent, for any finite number of points and any A. `forall_exists_iff` takes n + 1 points, indexed by `Fin (n + 1)` from 0 to n, and says that weights exist for every b exactly when A is invertible and the points are affinely independent. `forall_existsUnique_iff` assumes that A is invertible and gives the equivalence in the title.

In these statements `IsUnit A` means that A is invertible, `AffineIndependent ℝ x` is the geometric condition, and `∃!` means "there is exactly one". The case n = 0 is included: there is one point, and its weight is one.

**Q:** Is invertibility a physical assumption or a convenience?

**A:** It says that the linear response of the residual has no flat direction: no nonzero displacement of the trial vector leaves the residual unchanged. In the last theorem it is assumed, not derived. A singular A with affinely independent points would satisfy the right side of the equivalence and fail the left, because some b would have no solution at all.

**Q:** Then take me through the proofs. What is the map S in the file?

**A:** It is `secantMap`. Its two extra fields verify that it respects sums and scalar multiples, which is what later permits arguments about kernels and dimensions.

```lean
/-- The linear map taking coefficients `c` to their sum and to the image under `A` of the
combined trial vector. -/
def secantMap (A : Matrix (Fin n) (Fin n) ℝ) (x : ι → Fin n → ℝ) :
    (ι → ℝ) →ₗ[ℝ] ℝ × (Fin n → ℝ) where
  toFun c := (∑ i, c i, A *ᵥ ∑ i, c i • x i)
  map_add' c d := by
    simp only [Pi.add_apply, add_smul, Finset.sum_add_distrib, Matrix.mulVec_add, Prod.mk_add_mk]
  map_smul' r c := by
    have h1 : ∑ i, (r • c) i = r * ∑ i, c i := by simp [Finset.mul_sum]
    have h2 : ∑ i, (r • c) i • x i = r • ∑ i, c i • x i := by
      simp [Finset.smul_sum, smul_smul]
    simp only [h1, h2, Matrix.mulVec_smul, RingHom.id_apply, Prod.smul_mk, smul_eq_mul]
```

The next theorem is the translation from weights to S(c) = (1, b). The step `hs` moves A inside the sum, and `h` is the identity for the combined residual. In one direction the total weight is replaced by one and the vanishing difference becomes an equality. In the other, the two components of the pair are read off and substituted back.

```lean
/-- Coefficients sum to one and cancel the residuals exactly when the secant map sends them
to `(1, b)`. -/
theorem isSecantWeight_iff (A : Matrix (Fin n) (Fin n) ℝ) (x : ι → Fin n → ℝ)
    (b : Fin n → ℝ) (c : ι → ℝ) :
    IsSecantWeight A x b c ↔ secantMap A x c = (1, b) := by
  have hs : A *ᵥ (∑ i, c i • x i) = ∑ i, c i • (A *ᵥ x i) := by
    have := map_sum A.mulVecLin (fun i => c i • x i) Finset.univ
    simpa only [Matrix.mulVecLin_apply, Matrix.mulVec_smul] using this
  -- the combined residual is `A` applied to the combination, minus the total weight times `b`
  have h : ∑ i, c i • residual A b (x i) = A *ᵥ (∑ i, c i • x i) - (∑ i, c i) • b := by
    rw [hs]
    simp only [residual, smul_sub, Finset.sum_sub_distrib, Finset.sum_smul]
  constructor
  · rintro ⟨h1, h2⟩
    rw [h, h1, one_smul, sub_eq_zero] at h2
    exact Prod.ext h1 h2
  · intro hc
    have h1 : ∑ i, c i = 1 := congrArg Prod.fst hc
    have h2 : A *ᵥ (∑ i, c i • x i) = b := congrArg Prod.snd hc
    exact ⟨h1, by rw [h, h1, h2, one_smul, sub_self]⟩
```

**Q:** And the link between the kernel and the geometry?

**A:** It takes two lemmas. The first shows that an injective S gives affinely independent points. Mathlib's criterion, `affineIndependent_iff`, tests weights on an arbitrary finite subset `s` of the indices, whereas S takes weights on all of them. The proof extends the weights by zero outside `s`, shows that S sends the result to zero, and uses injectivity to conclude that each original weight vanishes.

```lean
/-- If the secant map is injective, the trial vectors are affinely independent. -/
theorem affineIndependent_of_injective {A : Matrix (Fin n) (Fin n) ℝ} {x : ι → Fin n → ℝ}
    (h : Function.Injective (secantMap A x)) : AffineIndependent ℝ x := by
  classical
  rw [affineIndependent_iff]
  intro s w hw hx e he
  -- extend the weights by zero outside `s`
  have h1 : ∑ i, (if i ∈ s then w i else 0) = 0 := by
    simpa [Finset.sum_ite_mem] using hw
  have h2 : ∑ i, (if i ∈ s then w i else 0) • x i = 0 := by
    simpa [ite_smul, Finset.sum_ite_mem] using hx
  have h3 : secantMap A x (fun i => if i ∈ s then w i else 0) = 0 := by
    refine Prod.ext h1 ?_
    change A *ᵥ (∑ i, (if i ∈ s then w i else 0) • x i) = 0
    rw [h2, Matrix.mulVec_zero]
  have h4 := congrFun (h (h3.trans (map_zero (secantMap A x)).symm)) e
  simpa [he] using h4
```

The converse is proved for invertible A; without that assumption it can fail, for example when A = 0 and there are two distinct points. Here `h1` and `h2` are the two components of S(c) = 0, and `h3` removes A from the second. Affine independence, applied to the full index set, then makes every coefficient zero.

```lean
/-- For invertible `A` and affinely independent trial vectors the secant map is injective. -/
theorem injective_of_affineIndependent {A : Matrix (Fin n) (Fin n) ℝ} {x : ι → Fin n → ℝ}
    (hA : IsUnit A) (hx : AffineIndependent ℝ x) : Function.Injective (secantMap A x) := by
  rw [affineIndependent_iff] at hx
  rw [injective_iff_map_eq_zero]
  intro c hc
  have h1 : ∑ i, c i = 0 := congrArg Prod.fst hc
  have h2 : A *ᵥ (∑ i, c i • x i) = 0 := congrArg Prod.snd hc
  have h3 : ∑ i, c i • x i = 0 :=
    Matrix.mulVec_injective_iff_isUnit.2 hA (h2.trans (Matrix.mulVec_zero A).symm)
  funext i
  exact hx Finset.univ c h1 h3 i (Finset.mem_univ i)
```

**Q:** So the necessity argument should now be short.

**A:** It is the addition of a kernel element, as before. The proof takes `d` in the kernel and the unique weight vector `c`, and `hcd` shows that `c + d` is also a weight vector. The uniqueness clause `huniq` identifies it with `c`, so `d` is zero.

```lean
/-- For any finite number of trial vectors and any matrix `A`, if a single right-hand side `b`
admits exactly one vector of secant weights, then the trial vectors are affinely independent. -/
theorem affineIndependent_of_existsUnique {A : Matrix (Fin n) (Fin n) ℝ}
    {x : ι → Fin n → ℝ} {b : Fin n → ℝ} (h : ∃! c, IsSecantWeight A x b c) :
    AffineIndependent ℝ x := by
  apply affineIndependent_of_injective (A := A)
  rw [injective_iff_map_eq_zero]
  intro d hd
  obtain ⟨c, hc, huniq⟩ := h
  -- adding a kernel element to a solution gives another solution
  have hcd : IsSecantWeight A x b (c + d) := by
    rw [isSecantWeight_iff, map_add, hd, add_zero]
    exact (isSecantWeight_iff A x b c).1 hc
  exact add_eq_left.1 (huniq (c + d) hcd)
```

**Q:** How does the existence theorem avoid assuming that A is invertible?

**A:** It derives it from solvability. `hdim` records that the source and target of S have equal dimension, and `hinj` turns this into the equivalence of injective and onto. From weights for every b, the first bullet produces a preimage of b under A, namely the combined vector. The second reaches an arbitrary `(s, v)`: with `c` solving for right-hand side v and `d` solving for right-hand side 0, it uses `c + (s - 1) • d`. This is the decomposition of (s, v) given earlier. The reverse direction obtains injectivity from `injective_of_affineIndependent` and converts it to surjectivity.

```lean
/-- With `n + 1` trial vectors in dimension `n`, secant weights exist for every right-hand side
exactly when `A` is invertible and the trial vectors are affinely independent. -/
theorem forall_exists_iff (A : Matrix (Fin n) (Fin n) ℝ) (x : Fin (n + 1) → Fin n → ℝ) :
    (∀ b, ∃ c, IsSecantWeight A x b c) ↔ IsUnit A ∧ AffineIndependent ℝ x := by
  have hdim : Module.finrank ℝ (Fin (n + 1) → ℝ) = Module.finrank ℝ (ℝ × (Fin n → ℝ)) := by
    simp [Module.finrank_prod, add_comm]
  have hinj := LinearMap.injective_iff_surjective_of_finrank_eq_finrank
    (f := secantMap A x) hdim
  simp only [isSecantWeight_iff]
  constructor
  · intro h
    refine ⟨Matrix.mulVec_surjective_iff_isUnit.1 fun b => ?_,
      affineIndependent_of_injective (hinj.2 ?_)⟩
    · obtain ⟨c, hc⟩ := h b
      exact ⟨∑ i, c i • x i, congrArg Prod.snd hc⟩
    · -- the vectors `(1, b)` span the whole target space
      rintro ⟨s, v⟩
      obtain ⟨c, hc⟩ := h v
      obtain ⟨d, hd⟩ := h 0
      refine ⟨c + (s - 1) • d, ?_⟩
      rw [map_add, map_smul, hc, hd]
      simp
  · rintro ⟨hA, hx⟩ b
    exact hinj.1 (injective_of_affineIndependent hA hx) (1, b)
```

The last theorem assembles the parts. For necessity it uses uniqueness at b = 0 alone. For sufficiency it takes existence from `forall_exists_iff`; two weight vectors for the same b have the same image (1, b), so injectivity makes them equal.

```lean
/-- For invertible `A` and `n + 1` trial vectors in dimension `n`, every right-hand side admits
exactly one vector of secant weights if and only if the trial vectors are affinely independent. -/
theorem forall_existsUnique_iff {A : Matrix (Fin n) (Fin n) ℝ} (hA : IsUnit A)
    (x : Fin (n + 1) → Fin n → ℝ) :
    (∀ b, ∃! c, IsSecantWeight A x b c) ↔ AffineIndependent ℝ x := by
  constructor
  · intro h
    exact affineIndependent_of_existsUnique (h 0)
  · intro hx b
    obtain ⟨c, hc⟩ := (forall_exists_iff A x).2 ⟨hA, hx⟩ b
    refine ⟨c, hc, fun d hd => injective_of_affineIndependent hA hx ?_⟩
    exact ((isSecantWeight_iff A x b d).1 hd).trans ((isSecantWeight_iff A x b c).1 hc).symm

end

end MultipointSecantExactness
```

```lean
#print axioms MultipointSecantExactness.affineIndependent_of_existsUnique
#print axioms MultipointSecantExactness.forall_existsUnique_iff
```

```
'MultipointSecantExactness.affineIndependent_of_existsUnique' depends on axioms: [propext, Classical.choice, Quot.sound]
'MultipointSecantExactness.forall_existsUnique_iff' depends on axioms: [propext, Classical.choice, Quot.sound]
```

**Q:** What may I conclude about a self-consistent field calculation?

**A:** If the residual were exactly linear with invertible A, and the history held n + 1 affinely independent trial vectors, an undamped DIIS or Anderson extrapolation in exact arithmetic would land on the solution in one step. A real self-consistency residual is nonlinear, so this describes at best its linearised model near a solution.

**Q:** My histories hold perhaps ten vectors, and n is enormous.

**A:** Then the equivalence for n + 1 points does not apply to your run. With so few vectors the combinations fill only a small affine subspace, and most right-hand sides have their solution elsewhere. The minimised residual is then usually nonzero, and the theorems say nothing about its size. The uniqueness theorem still applies to a short history: if exact secant weights happen to exist and are unique, the stored vectors are affinely independent.

**Q:** And nearly dependent vectors?

**A:** Affine independence is a yes-or-no condition, so three points that are almost collinear count as independent. The weights may then be very large and sensitive to rounding. Conditioning, convergence rates and the question whether an iteration produces independent vectors in the first place all need separate analysis.

**Q:** Then my doubt was about the scope, not the algebra. For a linear residual, the formal condition is the one I would have written.

**A:** Yes, with the points held fixed while b varies. For invertible A and n + 1 points, that variation costs you nothing on the uniqueness side: one right-hand side with a unique weight vector already gives affine independence, and affine independence gives a unique weight vector for all the others.
